# The determinant of the $1/r_>$ matrix and the non-separability of the radial partial-wave kernels

For two electrons at radii $r$ and $s$, with $r_<=\min(r,s)$ and $r_>=\max(r,s)$, the kernel $1/r_>$ is a single term in $r_<$ and $r_>$, and reading it as a product $f(r)\,g(s)$, or as a finite sum of such products, would turn a radial two-electron integral $\iint\rho_1(r)\,\rho_2(s)\,r_>^{-1}\,dr\,ds$ over a product of one-electron densities $\rho_1,\rho_2$ into a finite sum of products of one-electron integrals, whenever these converge. That reading fails: on $n+1$ distinct positive radii the kernel gives a matrix with positive determinant, so no finite sum of products equals it on all positive radii.

```lean
import Mathlib

open Matrix Finset

namespace RadialMaxKernel

noncomputable section

/-- The matrix whose entry `(i, j)` is the value of `a` at the larger of the two indices. -/
def maxMatrix {n : ℕ} (a : Fin n → ℝ) : Matrix (Fin n) (Fin n) ℝ :=
  Matrix.of fun i j => a (max i j)

/-- The kernel `1 / r>` sampled on the radii `x i`. -/
def coulombMatrix {n : ℕ} (x : Fin n → ℝ) : Matrix (Fin n) (Fin n) ℝ :=
  Matrix.of fun i j => 1 / max (x i) (x j)

/-- The step matrix: entry `(i, k)` is one for `i ≤ k` and zero otherwise. -/
def stepMatrix (n : ℕ) : Matrix (Fin n) (Fin n) ℝ :=
  Matrix.of fun i k => if i ≤ k then 1 else 0

/-- The successive differences `a k - a (k+1)`, followed by the last value of `a`. -/
def gap {n : ℕ} (a : Fin (n + 1) → ℝ) : Fin (n + 1) → ℝ :=
  Fin.snoc (α := fun _ => ℝ) (fun k : Fin n => a k.castSucc - a k.succ) (a (Fin.last n))

/-- The radial partial-wave kernel `r<^l / r>^(l+1)`. -/
def partialWave (l : ℕ) (r s : ℝ) : ℝ := min r s ^ l / max r s ^ (l + 1)

/-- A radial kernel is separable if on positive radii it is a finite sum of products
`f k r * g k s` of arbitrary one-radius functions. -/
def IsSeparable (K : ℝ → ℝ → ℝ) : Prop :=
  ∃ (m : ℕ) (f g : Fin m → ℝ → ℝ), ∀ r s, 0 < r → 0 < s → K r s = ∑ k, f k r * g k s

/-- The differences `a k - a (k+1)` from `k = m` on, plus the last value, add up to `a m`. -/
theorem telescope (n : ℕ) (a : Fin (n + 1) → ℝ) (m : Fin (n + 1)) :
    (∑ k : Fin n, if m ≤ k.castSucc then a k.castSucc - a k.succ else 0) + a (Fin.last n)
      = a m := by
  induction n with
  | zero =>
    have hm : m = Fin.last 0 :=
      Fin.ext (by have := m.isLt; simp only [Fin.val_last]; omega)
    rw [hm]
    simp
  | succ n ih =>
    rw [Fin.sum_univ_castSucc]
    induction m using Fin.lastCases with
    | last =>
      have h : ∀ k : Fin (n + 1), ¬ Fin.last (n + 1) ≤ k.castSucc :=
        fun k => not_le.mpr (Fin.castSucc_lt_last k)
      simp only [h, if_false, Finset.sum_const_zero, zero_add, add_zero]
    | cast m =>
      have e : ∀ k : Fin n, k.castSucc.succ = k.succ.castSucc := fun _ => rfl
      have h := ih (fun k => a k.castSucc) m
      simp only [Fin.castSucc_le_castSucc_iff, Fin.le_last, if_true, e, Fin.succ_last] at h ⊢
      linarith

/-- The matrix `a (max i j)` factorises as `U D Uᵀ` with `U` the step matrix and `D` the
diagonal matrix of gaps. -/
theorem maxMatrix_factor {n : ℕ} (a : Fin (n + 1) → ℝ) :
    maxMatrix a = stepMatrix (n + 1) * diagonal (gap a) * (stepMatrix (n + 1))ᵀ := by
  ext i j
  -- the product of the two steps selects the gaps from the larger index on
  have h : ∀ k, stepMatrix (n + 1) i k * gap a k * stepMatrix (n + 1) j k
      = if max i j ≤ k then gap a k else 0 := by
    intro k
    by_cases hi : i ≤ k <;> by_cases hj : j ≤ k <;> simp [stepMatrix, hi, hj]
  rw [Matrix.mul_apply]
  simp only [mul_diagonal, transpose_apply, h]
  rw [Fin.sum_univ_castSucc]
  simp only [gap, Fin.snoc_castSucc, Fin.snoc_last, Fin.le_last, if_true]
  exact (telescope n a _).symm

/-- The determinant of `a (max i j)` is the last value of `a` times the product of the
successive differences. -/
theorem det_maxMatrix {n : ℕ} (a : Fin (n + 1) → ℝ) :
    (maxMatrix a).det = a (Fin.last n) * ∏ i : Fin n, (a i.castSucc - a i.succ) := by
  -- the step matrix is upper triangular with unit diagonal
  have hT : (stepMatrix (n + 1)).BlockTriangular id := by
    intro i j h
    have h' : j < i := h
    simp [stepMatrix, not_le.mpr h']
  have hU : (stepMatrix (n + 1)).det = 1 := by
    rw [Matrix.det_of_isUpperTriangular hT]
    simp [stepMatrix]
  rw [maxMatrix_factor, det_mul, det_mul, det_transpose, hU, det_diagonal,
    Fin.prod_univ_castSucc]
  simp only [gap, Fin.snoc_castSucc, Fin.snoc_last]
  ring

/-- For strictly decreasing values with positive last value the determinant of `a (max i j)`
is positive. -/
theorem det_maxMatrix_pos {n : ℕ} (a : Fin (n + 1) → ℝ) (ha : StrictAnti a)
    (hl : 0 < a (Fin.last n)) : 0 < (maxMatrix a).det := by
  rw [det_maxMatrix]
  refine mul_pos hl (Finset.prod_pos fun i _ => sub_pos.mpr (ha ?_))
  exact Fin.lt_def.mpr (by simp)

/-- For radii `0 < x 0 < ... < x n` the matrix `1 / max (x i) (x j)` has determinant `1 / x n`
times the product of `1 / x i - 1 / x (i+1)`, and this determinant is positive. -/
theorem det_coulombMatrix {n : ℕ} (x : Fin (n + 1) → ℝ) (h0 : 0 < x 0) (hx : StrictMono x) :
    (coulombMatrix x).det
        = 1 / x (Fin.last n) * ∏ i : Fin n, (1 / x i.castSucc - 1 / x i.succ) ∧
      0 < (coulombMatrix x).det := by
  have hp : ∀ i, 0 < x i := fun i => h0.trans_le (hx.monotone (Fin.zero_le i))
  -- on an increasing grid the larger radius sits at the larger index
  have e : coulombMatrix x = maxMatrix fun i => 1 / x i := by
    ext i j
    show 1 / max (x i) (x j) = 1 / x (max i j)
    rw [hx.monotone.map_max]
  rw [e]
  exact ⟨det_maxMatrix _, det_maxMatrix_pos _
    (fun i j hij => one_div_lt_one_div_of_lt (hp i) (hx hij)) (one_div_pos.mpr (hp _))⟩

/-- If an `N × N` matrix with nonzero determinant is a sum of `m` products `f k i * g k j`,
then `N ≤ m`. -/
theorem card_le_terms {N m : ℕ} (M : Matrix (Fin N) (Fin N) ℝ) (hM : M.det ≠ 0)
    (f g : Fin m → Fin N → ℝ) (h : ∀ i j, M i j = ∑ k, f k i * g k j) : N ≤ m := by
  have e : M = (Matrix.of f)ᵀ * Matrix.of g := by
    ext i j
    rw [h, Matrix.mul_apply]
    rfl
  have hu : IsUnit M := (Matrix.isUnit_iff_isUnit_det M).mpr (isUnit_iff_ne_zero.mpr hM)
  have h1 := Matrix.rank_of_isUnit M hu
  have h2 := Matrix.rank_mul_le_left (Matrix.of f)ᵀ (Matrix.of g)
  have h3 := Matrix.rank_le_card_width (Matrix.of f)ᵀ
  rw [← e] at h2
  simp only [Fintype.card_fin] at h1 h3
  omega

/-- A sum of products that reproduces `1 / r>` on `n + 1` strictly increasing positive radii has at
least `n + 1` terms. -/
theorem coulomb_grid_terms {n m : ℕ} (x : Fin (n + 1) → ℝ) (h0 : 0 < x 0) (hx : StrictMono x)
    (f g : Fin m → ℝ → ℝ)
    (h : ∀ i j, 1 / max (x i) (x j) = ∑ k, f k (x i) * g k (x j)) : n + 1 ≤ m :=
  card_le_terms (coulombMatrix x) (det_coulombMatrix x h0 hx).2.ne'
    (fun k i => f k (x i)) (fun k j => g k (x j)) h

/-- For a positive, strictly decreasing profile `φ` on positive radii the kernel `φ (r>)` is
not separable. -/
theorem profile_not_separable (φ : ℝ → ℝ) (hφ : StrictAntiOn φ (Set.Ioi 0))
    (hpos : ∀ r, 0 < r → 0 < φ r) : ¬ IsSeparable fun r s => φ (max r s) := by
  rintro ⟨m, f, g, h⟩
  -- sample an `m`-term expansion on `m + 1` radii
  obtain ⟨x, hp, hx⟩ : ∃ x : Fin (m + 1) → ℝ, (∀ i, 0 < x i) ∧ StrictMono x := by
    refine ⟨fun i => ((i : ℕ) : ℝ) + 1, fun i => ?_, fun i j hij => ?_⟩
    · show (0 : ℝ) < ((i : ℕ) : ℝ) + 1
      positivity
    · have h1 : (i : ℕ) < (j : ℕ) := hij
      have h2 : ((i : ℕ) : ℝ) < ((j : ℕ) : ℝ) := by exact_mod_cast h1
      show ((i : ℕ) : ℝ) + 1 < ((j : ℕ) : ℝ) + 1
      linarith
  have hd := det_maxMatrix_pos (fun i => φ (x i))
    (fun i j hij => hφ (Set.mem_Ioi.2 (hp i)) (Set.mem_Ioi.2 (hp j)) (hx hij)) (hpos _ (hp _))
  have hle := card_le_terms _ hd.ne' (fun k i => f k (x i)) (fun k j => g k (x j))
    (fun i j => by
      show φ (x (max i j)) = _
      rw [hx.monotone.map_max]
      exact h _ _ (hp i) (hp j))
  omega

/-- For every `l` the kernel `r<^l / r>^(l+1)` is not separable. -/
theorem partialWave_not_separable (l : ℕ) : ¬ IsSeparable (partialWave l) := by
  rintro ⟨m, f, g, h⟩
  -- dividing by `r^l s^l` would separate `1 / r>^(2l+1)`
  refine profile_not_separable (fun r => 1 / r ^ (2 * l + 1)) ?_ ?_
    ⟨m, fun k r => f k r / r ^ l, fun k s => g k s / s ^ l, fun r s hr hs => ?_⟩
  · intro a ha b _ hab
    have ha' : 0 < a := ha
    exact one_div_lt_one_div_of_lt (pow_pos ha' _) (pow_lt_pow_left₀ hab ha'.le (by omega))
  · intro r hr
    exact one_div_pos.mpr (pow_pos hr _)
  · show 1 / max r s ^ (2 * l + 1) = ∑ k, f k r / r ^ l * (g k s / s ^ l)
    have e : ∑ k, f k r / r ^ l * (g k s / s ^ l)
        = (∑ k, f k r * g k s) / (r ^ l * s ^ l) := by
      rw [Finset.sum_div]
      exact Finset.sum_congr rfl fun k _ => div_mul_div_comm _ _ _ _
    rw [e, ← h r s hr hs]
    unfold partialWave
    rcases le_total r s with h1 | h1
    · rw [max_eq_right h1, min_eq_left h1, div_div,
        div_eq_div_iff (by positivity) (by positivity)]
      ring
    · rw [max_eq_left h1, min_eq_right h1, div_div,
        div_eq_div_iff (by positivity) (by positivity)]
      ring

/-- The kernel `1 / r>` is the single `l = 0` term `r<^0 / r>^1`, and it is not separable. -/
theorem coulomb_not_separable :
    (partialWave 0 = fun r s => 1 / max r s) ∧ ¬ IsSeparable fun r s => 1 / max r s := by
  have e : partialWave 0 = fun r s => 1 / max r s := by
    funext r s
    simp [partialWave]
  refine ⟨e, ?_⟩
  rw [← e]
  exact partialWave_not_separable 0

end

end RadialMaxKernel
```

```lean
#print axioms RadialMaxKernel.coulomb_grid_terms
-- 'RadialMaxKernel.coulomb_grid_terms' depends on axioms: [propext, Classical.choice, Quot.sound]
#print axioms RadialMaxKernel.partialWave_not_separable
-- 'RadialMaxKernel.partialWave_not_separable' depends on axioms: [propext, Classical.choice, Quot.sound]
#print axioms RadialMaxKernel.coulomb_not_separable
-- 'RadialMaxKernel.coulomb_not_separable' depends on axioms: [propext, Classical.choice, Quot.sound]
```

## What the theorems say

The determinant statement is `det_coulombMatrix`. The radii are a function `x : Fin (n + 1) → ℝ`, that is $n+1$ real numbers $x_0,\dots,x_n$ numbered from zero, with $n$ any natural number. The hypotheses `0 < x 0` and `StrictMono x` together say $0<x_0<x_1<\dots<x_n$. The matrix $C$, in Lean `coulombMatrix x`, has entries $C_{ij}=1/\max(x_i,x_j)$. For an index $i$ between $0$ and $n-1$, `i.castSucc` is $i$ itself regarded as an index of the grid and `i.succ` is $i+1$, while `Fin.last n` is $n$. The conclusion reads

$$\det C=\frac1{x_n}\prod_{i=0}^{n-1}\left(\frac1{x_i}-\frac1{x_{i+1}}\right),\qquad \det C>0 .$$

The statement `coulomb_grid_terms` takes the same grid and $m$ pairs of real functions $f_k,g_k$ with $k=0,\dots,m-1$. If $1/\max(x_i,x_j)=\sum_k f_k(x_i)\,g_k(x_j)$ for all $i$ and $j$, then $n+1\le m$.

The remaining statements concern a kernel $K(r,s)$ of two real variables. `IsSeparable K` means that there are a natural number $m$ and functions $f_k,g_k$ such that

$$K(r,s)=\sum_{k=0}^{m-1}f_k(r)\,g_k(s)\quad\text{for all } r>0,\ s>0 .$$

The functions are arbitrary: no continuity, integrability or sign is asked of them, and $f_k$ need not equal $g_k$. The equality is exact and pointwise, the diagonal $r=s$ included. Three kernels are shown not to be separable. In `profile_not_separable` the kernel is $\varphi(r_>)$, where the real function $\varphi$ is strictly decreasing on $(0,\infty)$, written `StrictAntiOn φ (Set.Ioi 0)`, and positive there. In `partialWave_not_separable` it is $r_<^{\,l}/r_>^{\,l+1}$ for any natural number $l$, defined as `partialWave l`. In `coulomb_not_separable` it is $1/r_>$, and the first half of that theorem identifies this kernel with `partialWave 0`. The identification is an equality of functions on all real pairs; negative arguments and the pair $r=s=0$, where Lean's convention $1/0=0$ enters, have no physical reading, and `IsSeparable` tests positive radii only.

## The physics encoded

Let two electrons sit at position vectors of lengths $r$ and $s$, with angle $\gamma$ between them and distance $r_{12}$. In atomic units their repulsion has the Legendre expansion

$$\frac1{r_{12}}=\sum_{l=0}^{\infty}\frac{r_<^{\,l}}{r_>^{\,l+1}}\,P_l(\cos\gamma),\qquad r\neq s,$$

where $P_l$ is the Legendre polynomial of degree $l$. This expansion is background recalled here to name the objects, and the file neither states nor uses it. The radial coefficient is `partialWave l r s`, with `min r s` for $r_<$ and `max r s` for $r_>$, and with no factor such as $4\pi/(2l+1)$ attached. The $l=0$ coefficient $1/r_>$ is the angular average of $1/r_{12}$, the potential at radius $r$ of a unit charge spread uniformly over a shell of radius $s$.

On the region $r\le s$ the coefficient is the single product $r^{\,l}\cdot s^{-(l+1)}$, and on $r\ge s$ it is the same product with the roles exchanged. Which of the two applies depends on both radii at once, and the theorems show that this dependence cannot be absorbed into finitely many one-radius factors. The kernel of a radial two-electron integral, at fixed $l$ and as a function on all positive radii, therefore admits no exact finite factorisation into real one-electron functions. This does not carry over to the numbers stored in a calculation: the values of the kernel on a finite grid, or its integrals over a finite set of one-electron densities, form a finite matrix, and every finite matrix is a finite sum of products.

The angular factor, the sum over $l$, wavefunctions and energies are absent, and nothing is said about how fast a partial-wave series or a separable approximation converges. Infinite sums of products, equality almost everywhere and equality up to a tolerance are not treated. The bound $n+1\le m$ counts terms of an exact expansion; it gives no estimate of the error of a shorter one.

## Why it is true

**The determinant.** Take any real numbers $a_0,\dots,a_n$ and form the matrix $M_{ij}=a_{\max(i,j)}$, where the maximum is now of the indices. Define the gaps

$$d_k=a_k-a_{k+1}\quad(0\le k<n),\qquad d_n=a_n .$$

For any index $m$ with $0\le m\le n$ (in this one identity $m$ is an index, as in the lemma `telescope`) the gaps from $m$ on telescope:

$$\sum_{k=m}^{n}d_k=(a_m-a_{m+1})+\dots+(a_{n-1}-a_n)+a_n=a_m .$$

Let $U$ be the step matrix, $U_{ik}=1$ for $i\le k$ and $0$ otherwise, and let $D$ be the diagonal matrix of the gaps. The product $U_{ik}U_{jk}$ is $1$ exactly when $k\ge i$ and $k\ge j$, that is when $k\ge\max(i,j)$. Therefore

$$(UDU^{\mathsf T})_{ij}=\sum_{k=0}^{n}U_{ik}\,d_k\,U_{jk}=\sum_{k=\max(i,j)}^{n}d_k=a_{\max(i,j)}=M_{ij}.$$

The matrix $U$ is upper triangular with ones on the diagonal, so $\det U=\det U^{\mathsf T}=1$, and

$$\det M=\det D=a_n\prod_{i=0}^{n-1}(a_i-a_{i+1}).$$

No condition on the $a_i$ has entered so far. If they strictly decrease and $a_n>0$, every factor is positive and so is $\det M$. On an increasing grid the larger radius carries the larger index, $\max(x_i,x_j)=x_{\max(i,j)}$, so $C$ is the matrix $M$ for $a_i=1/x_i$. These numbers are positive and strictly decreasing, which gives both the formula and the sign.

**Counting terms.** Suppose an $N\times N$ matrix $M$ has entries $M_{ij}=\sum_{k=0}^{m-1}F_{ki}G_{kj}$ for two $m\times N$ matrices $F$ and $G$. Then $M=F^{\mathsf T}G$. The rank of a product is at most the rank of its left factor, and $F^{\mathsf T}$ has $m$ columns, so $\operatorname{rank}M\le m$. If $\det M\ne0$ the rank is $N$, hence $N\le m$. With $F_{ki}=f_k(x_i)$, $G_{kj}=g_k(x_j)$ and $N=n+1$ this is the bound for $1/r_>$ on the grid.

**From the grid to all radii.** Suppose $\varphi(r_>)$ had an expansion with $m$ terms. Sample it at the $m+1$ radii $x_i=i+1$, $i=0,\dots,m$. The sampled matrix is $M$ for $a_i=\varphi(x_i)$, a positive and strictly decreasing sequence, so its determinant is positive and the count gives $m+1\le m$, which is false.

**All partial waves.** Since $rs=r_<r_>$, division of the $l$-th kernel by $r^{\,l}s^{\,l}$ gives

$$\frac{r_<^{\,l}}{r_>^{\,l+1}}\cdot\frac1{r_<^{\,l}\,r_>^{\,l}}=\frac1{r_>^{\,2l+1}} .$$

If the $l$-th kernel equalled $\sum_k f_k(r)g_k(s)$, then $1/r_>^{\,2l+1}$ would equal $\sum_k\big(f_k(r)/r^{\,l}\big)\big(g_k(s)/s^{\,l}\big)$, again $m$ products. The profile $\varphi(r)=1/r^{\,2l+1}$ is positive and strictly decreasing on $(0,\infty)$, because $2l+1\ge1$, so this is excluded. At $l=0$ the kernel is $r_<^{\,0}/r_>^{\,1}=1/r_>$.

## The smallest grids

For $n=0$ the matrix $C$ is the single number $1/x_0$, the product is empty and equals $1$, and the formula gives $\det C=1/x_0$. The bound $1\le m$ says that the empty sum, which is zero, does not reproduce $1/x_0$. For $n=1$,

$$C=\begin{pmatrix}1/x_0&1/x_1\\ 1/x_1&1/x_1\end{pmatrix},\qquad \det C=\frac1{x_0x_1}-\frac1{x_1^2}=\frac1{x_1}\left(\frac1{x_0}-\frac1{x_1}\right).$$

A single product $f(x_i)g(x_j)$ gives proportional rows and determinant zero, so two radii already exclude $m=1$.

## How the Lean proof follows these steps

The matrices $M$ and $U$ are `maxMatrix a` and `stepMatrix`, and the vector $d$ is `gap a`, in which `Fin.snoc` appends $a_n$ to the $n$ differences.

The lemma `telescope` writes the sum from $m$ as a sum over all $k<n$ with the condition `m ≤ k.castSucc`, and adds $a_n$ separately. It goes by induction on $n$. For $n=0$ the sum is empty and $m=0$. In the step to $n+1$ the last term, $k=n$, is split off by `Fin.sum_univ_castSucc`, and `Fin.lastCases` separates two cases. If $m=n+1$ no $k$ meets the condition and only $a_{n+1}$ is left. If $m\le n$ the induction hypothesis for $a_0,\dots,a_n$ says that the shorter sum plus $a_n$ is $a_m$; the new term $a_n-a_{n+1}$ and the final $a_{n+1}$ add up to that $a_n$, which `linarith` closes.

In `maxMatrix_factor` the local statement `h` is the identity $U_{ik}d_kU_{jk}=d_k$ for $k\ge\max(i,j)$ and $0$ otherwise, checked in the four cases of $i\le k$ and $j\le k$. After the matrix product is expanded and the term $k=n$ is split off, the entry is the left side of `telescope` at the index $\max(i,j)$.

In `det_maxMatrix`, `hT` says that $U$ vanishes below the diagonal and `hU` that its determinant is $1$. The rewriting with `det_mul`, `det_transpose` and `det_diagonal` is the chain $\det(UDU^{\mathsf T})=1\cdot\prod_k d_k\cdot1$, and `Fin.prod_univ_castSucc` separates $d_n=a_n$ from the differences. The lemma `det_maxMatrix_pos` multiplies the positive factors, using $i<i+1$ in the hypothesis `StrictAnti a`. In `det_coulombMatrix`, `hp` extends positivity from $x_0$ to every radius, and `e` is the identification of $C$ with $M$, where `hx.monotone.map_max` moves the maximum from the indices to the radii.

The lemma `card_le_terms` is the rank argument. There `e` is $M=F^{\mathsf T}G$, `h1` gives rank $N$ from invertibility, `h2` bounds the rank of the product by that of $F^{\mathsf T}$, `h3` bounds the latter by $m$, and `omega` chains the three. The theorem `coulomb_grid_terms` applies it to $C$ with the sampled functions.

In `profile_not_separable` the grid $x_i=i+1$ is built first and then used only through its positivity and strict increase. The statement `hd` is the positive determinant for $a_i=\varphi(x_i)$, `hle` is $m+1\le m$, and `omega` rejects it. The proof of `partialWave_not_separable` hands the divided expansion to that theorem and has three things to supply: strict decrease of $1/r^{\,2l+1}$, its positivity, and the identity for the divided kernel. For the identity, `e` collects the common denominator $r^{\,l}s^{\,l}$, and `le_total r s` splits into $r\le s$ and $s\le r$; in each case the maximum and minimum are replaced by $r$ or $s$, the fractions are cross-multiplied with `div_eq_div_iff`, and `ring` finishes. Finally `coulomb_not_separable` simplifies `partialWave 0` to $1/r_>$ and invokes the case $l=0$.
